# The two doublet levels of three exchange-coupled electrons meet exactly when the three exchange integrals are equal

## The two levels when two couplings are equal

Take three orbitals, one on each of three centres, and put one electron in each. States with a doubly occupied orbital are left out. Neglect the overlap of the orbitals in the normalisation of the states, and leave out the cyclic permutations of all three electrons. Let $Q$ be the Coulomb energy, which all spin arrangements share, and let $a$, $b$, $c$ be the exchange integrals of the electron pairs 12, 23 and 13. Suppose first that $b=c$. Electron 3 then treats electrons 1 and 2 alike, so the states with total spin $1/2$ can be sorted by whether the pair 12 is a singlet or a triplet. Their energies are

$$Q+a-b \quad\text{(singlet pair)},\qquad Q-a+b \quad\text{(triplet pair)}.$$

They cross at $a=b$. If $b\neq c$, the symmetry is lost and the two states are coupled by $\sqrt3\,(b-c)/2$. Without the assumption $b=c$, a degeneracy therefore needs two conditions: equal diagonal energies, $a=(b+c)/2$, and no coupling, $b=c$. Together they say $a=b=c$.

For general $a,b,c$ the levels are $Q\pm R$, with

$$R(a,b,c)=\sqrt{\tfrac12\left[(a-b)^2+(b-c)^2+(c-a)^2\right]}.$$

The lower level $Q-R$ is the London energy of three atoms with one valence $s$ electron each, a starting point for semiempirical surfaces of atom-exchange reactions.

```lean
import Mathlib

open Matrix

namespace LondonConicalIntersection

noncomputable section
```

## The exchange Hamiltonian in the basis of one down spin

With total $M_S=1/2$, exactly one electron has spin down. Let $e_0,e_1,e_2$ be the states in which that electron is number 1, 2 or 3, so that electron numbers 1, 2, 3 become the Lean indices 0, 1, 2. Exchanging the spins of two electrons moves the down spin along with them: $P_{12}e_0=e_1$, $P_{12}e_1=e_0$, $P_{12}e_2=e_2$. Each exchange is a permutation matrix.

```lean
/-- The exchange of the spins of electrons `i` and `j`, for three electrons of which one has
spin down; the basis states are labelled by the electron with spin down. -/
def spinExchange (i j : Fin 3) : Matrix (Fin 3) (Fin 3) ℝ :=
  Matrix.of fun k l => if k = Equiv.swap i j l then 1 else 0
```

Exchanging two electrons completely, orbitals and spins, changes the sign of the wavefunction. An exchange of orbitals therefore acts as minus an exchange of spins, which gives

$$H=Q-a\,P_{12}-b\,P_{23}-c\,P_{13}.$$

For a single pair this puts the singlet at $Q+a$ and the triplet at $Q-a$, so a bonding pair has a negative exchange integral. The form of $H$ is the physical input. It neglects the overlap of the orbitals in the normalisation of the states, though not in the exchange integrals, and it leaves out the cyclic permutations of all three electrons. The four parameters are arbitrary real numbers and are not computed from orbitals.

```lean
/-- The valence-bond Hamiltonian of three electrons with Coulomb energy `Q` and exchange integrals
`a`, `b`, `c` for the pairs 12, 23 and 13, in the basis of the three states with one spin down. -/
def exchangeHamiltonian (Q a b c : ℝ) : Matrix (Fin 3) (Fin 3) ℝ :=
  Q • (1 : Matrix (Fin 3) (Fin 3) ℝ) - a • spinExchange 0 1 - b • spinExchange 1 2
    - c • spinExchange 0 2
```

## The singlet pair and its partner

Two combinations of the basis states are needed:

$$d_0=\frac{1}{\sqrt2}(e_0-e_1),\qquad d_1=\frac{1}{\sqrt6}(-e_0-e_1+2e_2).$$

In $d_0$ the electrons 1 and 2 form a singlet and electron 3 has spin up. In $d_1$ the same pair is a triplet. Raising the down spin turns each $e_k$ into the state with all spins up, so it sends a combination to the sum of its coefficients times that state. For $d_0$ and $d_1$ this sum is zero, and both are therefore doublets. They are the columns 0 and 1 of a matrix $V$, called `doublets`, with $1/\sqrt2$ written as `√2 / 2` and $1/\sqrt6$ as `√6 / 6`.

```lean
/-- The two doublet spin states as columns: the singlet pair on electrons 1 and 2, and the
doublet orthogonal to it. -/
def doublets : Matrix (Fin 3) (Fin 2) ℝ :=
  !![√2 / 2, -(√6 / 6); -(√2 / 2), -(√6 / 6); 0, √6 / 3]
```

In this basis the Hamiltonian will turn out to be the London matrix

$$M=\begin{pmatrix}Q+a-\frac{b+c}{2} & \frac{\sqrt3}{2}(b-c)\\[2pt] \frac{\sqrt3}{2}(b-c) & Q-a+\frac{b+c}{2}\end{pmatrix}.$$

```lean
/-- The London matrix, with Coulomb energy `Q` and exchange integrals `a`, `b`, `c`. -/
def londonMatrix (Q a b c : ℝ) : Matrix (Fin 2) (Fin 2) ℝ :=
  !![Q + a - (b + c) / 2, √3 * (b - c) / 2; √3 * (b - c) / 2, Q - a + (b + c) / 2]
```

Half the splitting of its levels is the quantity $R$ from above, named `londonExchange`.

```lean
/-- The London exchange energy, the root of half the sum of the squared differences of the
exchange integrals. -/
def londonExchange (a b c : ℝ) : ℝ :=
  √(((a - b) ^ 2 + (b - c) ^ 2 + (c - a) ^ 2) / 2)
```

The sum of squares under the root is never negative, so squaring removes the root:

$$R^2=\tfrac12\left[(a-b)^2+(b-c)^2+(c-a)^2\right]=a^2+b^2+c^2-ab-bc-ca.$$

Lean's real square root returns 0 for a negative argument, which is why `positivity` has to supply the sign. The later proofs use $R$ mainly through this identity.

```lean
/-- The square of the London exchange energy is half the sum of the squared differences of the
exchange integrals. -/
theorem londonExchange_sq (a b c : ℝ) :
    londonExchange a b c ^ 2 = ((a - b) ^ 2 + (b - c) ^ 2 + (c - a) ^ 2) / 2 :=
  Real.sq_sqrt (by positivity)
```

## From three states to the London matrix

Each exchange leaves one basis state in place: $P_{23}$ fixes $e_0$, $P_{13}$ fixes $e_1$ and $P_{12}$ fixes $e_2$. The diagonal of $H$ is therefore $Q-b$, $Q-c$, $Q-a$, in that order. Off the diagonal, $e_0$ and $e_1$ are connected by $-a$, $e_1$ and $e_2$ by $-b$, and $e_0$ and $e_2$ by $-c$. The proof goes through the nine entries one by one.

```lean
/-- The matrix elements of the three-electron Hamiltonian between the states labelled by the
electron with spin down. -/
theorem exchangeHamiltonian_eq (Q a b c : ℝ) :
    exchangeHamiltonian Q a b c = !![Q - b, -a, -c; -a, Q - c, -b; -c, -b, Q - a] := by
  ext k l
  fin_cases k <;> fin_cases l <;>
    simp [exchangeHamiltonian, spinExchange, Equiv.swap_apply_def]
```

The doublets are orthonormal, since

$$d_0\cdot d_0=\tfrac12+\tfrac12=1,\qquad d_1\cdot d_1=\tfrac{1+1+4}{6}=1,\qquad d_0\cdot d_1=\tfrac{-1+1}{\sqrt{12}}=0.$$

In matrix form this is $V^{\mathsf T}V=1$. Lean needs only the squares of $\sqrt2$ and $\sqrt6$.

```lean
/-- The two doublet spin states are orthonormal. -/
theorem doublets_orthonormal : doubletsᵀ * doublets = 1 := by
  have h2 : √2 * √2 = 2 := Real.mul_self_sqrt (by norm_num)
  have h6 : √6 * √6 = 6 := Real.mul_self_sqrt (by norm_num)
  ext i j
  fin_cases i <;> fin_cases j <;>
    simp [doublets, Matrix.mul_apply, Fin.sum_univ_succ] <;> nlinarith [h2, h6]
```

Now let the exchanges act on the doublets:

$$\begin{aligned}
P_{12}d_0&=-d_0, & P_{12}d_1&=d_1,\\
P_{23}d_0&=\tfrac12 d_0-\tfrac{\sqrt3}{2}d_1, & P_{23}d_1&=-\tfrac{\sqrt3}{2}d_0-\tfrac12 d_1,\\
P_{13}d_0&=\tfrac12 d_0+\tfrac{\sqrt3}{2}d_1, & P_{13}d_1&=\tfrac{\sqrt3}{2}d_0-\tfrac12 d_1.
\end{aligned}$$

No exchange leads out of the plane of $d_0$ and $d_1$. Collecting terms,

$$\begin{aligned}
Hd_0&=\left(Q+a-\tfrac{b+c}{2}\right)d_0+\tfrac{\sqrt3}{2}(b-c)\,d_1,\\
Hd_1&=\tfrac{\sqrt3}{2}(b-c)\,d_0+\left(Q-a+\tfrac{b+c}{2}\right)d_1.
\end{aligned}$$

The coefficients are the columns of $M$, so $HV=VM$. Lean compares the six entries of the two products. The roots that appear there are reconciled by $\sqrt3\sqrt2=\sqrt6$ and $\sqrt3\sqrt6=3\sqrt2$, the hypotheses `h32` and `h36`.

```lean
/-- The three-electron Hamiltonian maps the span of the two doublet states into itself and acts
there as the London matrix. -/
theorem exchangeHamiltonian_mul_doublets (Q a b c : ℝ) :
    exchangeHamiltonian Q a b c * doublets = doublets * londonMatrix Q a b c := by
  have h2 : √2 * √2 = 2 := Real.mul_self_sqrt (by norm_num)
  have h3 : √3 * √3 = 3 := Real.mul_self_sqrt (by norm_num)
  -- the two relations between the normalisation constants
  have h32 : √3 * √2 = √6 := by
    rw [← Real.sqrt_mul (by norm_num)]
    norm_num
  have h36 : √3 * √6 = 3 * √2 := by
    rw [← h32]
    linear_combination √2 * h3
  rw [exchangeHamiltonian_eq]
  ext i j
  fin_cases i <;> fin_cases j <;>
    simp [doublets, londonMatrix, Matrix.mul_apply, Fin.sum_univ_succ]
  · linear_combination (b - c) / 12 * h36
  · linear_combination -(b - c) / 4 * h32
  · linear_combination (b - c) / 12 * h36
  · linear_combination (b - c) / 4 * h32
  · linear_combination -(b - c) / 6 * h36
  · ring
```

## The levels and their meeting point

Write $u=a-(b+c)/2$ and $w=\sqrt3\,(b-c)/2$. For a trial energy $E$,

$$\det(M-E)=(Q+u-E)(Q-u-E)-w^2=(Q-E)^2-(u^2+w^2).$$

The last bracket is

$$u^2+w^2=a^2-a(b+c)+\tfrac14(b+c)^2+\tfrac34(b-c)^2=a^2+b^2+c^2-ab-bc-ca=R^2,$$

and the determinant factors into $(Q+R-E)(Q-R-E)$. The closing `linear_combination` uses the same two facts, the identity for $R^2$ and $(\sqrt3)^2=3$.

```lean
/-- The secular determinant of the London matrix factors into the two levels, Coulomb energy
plus and minus London exchange energy. -/
theorem londonMatrix_secular (Q a b c E : ℝ) :
    (londonMatrix Q a b c - E • (1 : Matrix (Fin 2) (Fin 2) ℝ)).det =
      (Q + londonExchange a b c - E) * (Q - londonExchange a b c - E) := by
  have h3 : √3 ^ 2 = 3 := Real.sq_sqrt (by norm_num)
  have hR := londonExchange_sq a b c
  rw [Matrix.det_fin_two]
  simp [londonMatrix]
  linear_combination hR - (b - c) ^ 2 / 4 * h3
```

A number $E$ is an eigenvalue of $M$ when $Mv=Ev$ for some nonzero vector $v$. This happens exactly when $M-E$ is singular, hence when one of the two factors vanishes: $E=Q+R$ or $E=Q-R$.

The levels coincide when $Q+R=Q-R$, that is, when $R=0$. Then the three squares add up to zero, and since none is negative, each is zero, so $a=b=c$. Conversely, equal integrals give $R=0$.

The theorem states both results for all real $Q,a,b,c$. Its first part is an equivalence for every real $E$, so it says that both values are eigenvalues and that there are no others. The condition `v ≠ 0` excludes the zero vector, which would satisfy the equation for any $E$. The second part writes $a=b=c$ as `a = b ∧ b = c`. In the proof, `key` translates the eigenvector condition into a vanishing determinant, and `hab` and `hbc` are the statements that the first two squares are zero.

```lean
/-- The energies of the London matrix are exactly the Coulomb energy plus and minus the London
exchange energy, and they coincide if and only if the three exchange integrals are equal. -/
theorem london_conical_intersection (Q a b c : ℝ) :
    (∀ E : ℝ, (∃ v : Fin 2 → ℝ, v ≠ 0 ∧ londonMatrix Q a b c *ᵥ v = E • v) ↔
      E = Q + londonExchange a b c ∨ E = Q - londonExchange a b c) ∧
    (Q + londonExchange a b c = Q - londonExchange a b c ↔ a = b ∧ b = c) := by
  constructor
  · intro E
    -- an eigenvector exists exactly when the secular determinant vanishes
    have key : (∃ v : Fin 2 → ℝ, v ≠ 0 ∧ londonMatrix Q a b c *ᵥ v = E • v) ↔
        (londonMatrix Q a b c - E • (1 : Matrix (Fin 2) (Fin 2) ℝ)).det = 0 := by
      rw [← Matrix.exists_mulVec_eq_zero_iff]
      simp only [Matrix.sub_mulVec, Matrix.smul_mulVec, Matrix.one_mulVec, sub_eq_zero]
    rw [key, londonMatrix_secular, mul_eq_zero]
    constructor
    · rintro (h | h)
      · left; linarith
      · right; linarith
    · rintro (h | h)
      · left; linarith
      · right; linarith
  · constructor
    · intro h
      -- a vanishing sum of squares forces every difference to vanish
      have h0 : londonExchange a b c = 0 := by linarith
      have hR := londonExchange_sq a b c
      rw [h0] at hR
      have hab : (a - b) ^ 2 = 0 := by
        linarith [sq_nonneg (a - b), sq_nonneg (b - c), sq_nonneg (c - a)]
      have hbc : (b - c) ^ 2 = 0 := by
        linarith [sq_nonneg (a - b), sq_nonneg (b - c), sq_nonneg (c - a)]
      exact ⟨sub_eq_zero.mp (pow_eq_zero_iff two_ne_zero |>.mp hab),
        sub_eq_zero.mp (pow_eq_zero_iff two_ne_zero |>.mp hbc)⟩
    · rintro ⟨rfl, rfl⟩
      simp [londonExchange]
```

It is easy to stop at the diagonal of $M$ and take $a=(b+c)/2$ as the condition for degeneracy. With $a=1$, $b=2$, $c=0$ both diagonal entries equal $Q$, yet the coupling is $\sqrt3$ and the levels are $Q\pm\sqrt3$.

## The third level

The space has three dimensions and the doublets fill two. The remaining direction is $(e_0+e_1+e_2)/\sqrt3$, the quartet state with $M_S=1/2$. Every exchange leaves it unchanged, so its energy is $Q-a-b-c$. The determinant shows the same level. With $\varepsilon=E-Q$ and $s=a+b+c$,

$$\begin{aligned}
\det(E-H)&=(\varepsilon+a)(\varepsilon+b)(\varepsilon+c)+2abc-a^2(\varepsilon+a)-b^2(\varepsilon+b)-c^2(\varepsilon+c)\\
&=\varepsilon^3+s\,\varepsilon^2-R^2\varepsilon-(a^3+b^3+c^3-3abc)\\
&=(\varepsilon+s)(\varepsilon^2-R^2),
\end{aligned}$$

where the last line uses $a^3+b^3+c^3-3abc=s\,R^2$. The theorem is this factorisation; the spin label of the third level comes from the argument with the exchanges.

```lean
/-- The secular determinant of the three-electron Hamiltonian factors into the two London levels
and a third level, the Coulomb energy minus the sum of the exchange integrals. -/
theorem exchangeHamiltonian_secular (Q a b c E : ℝ) :
    (E • (1 : Matrix (Fin 3) (Fin 3) ℝ) - exchangeHamiltonian Q a b c).det =
      (E - (Q - a - b - c)) * (E - (Q + londonExchange a b c)) *
        (E - (Q - londonExchange a b c)) := by
  have hR := londonExchange_sq a b c
  rw [exchangeHamiltonian_eq, Matrix.det_fin_three]
  simp
  linear_combination (E - (Q - a - b - c)) * hR
```

For a numerical instance take $Q=0$, $a=-8$, $b=-5$, $c=0$ in some energy unit: a chain with a stronger bond 12, a weaker bond 23 and no coupling between the ends. The squared differences are $9$, $25$ and $64$, so $R=\sqrt{98/2}=7$. The London matrix has diagonal entries $-5.5$ and $5.5$ and coupling $-5\sqrt3/2$, and indeed $5.5^2+18.75=49$. The doublets lie at $-7$ and $7$, the quartet at $13$. The sum of the levels is $13$, which agrees with the trace $3Q-a-b-c$. The normalised ground state is $(5\sqrt3\,d_0+3\,d_1)/\sqrt{84}$, so the singlet pair on electrons 1 and 2 has weight $75/84\approx0.89$.

## The shape of the surfaces near the degeneracy

Start from a point where all three integrals equal $j$ and move along a straight line to $(j+tx,\,j+ty,\,j+tz)$. The common value $j$ drops out of every difference, and each difference carries a factor $t$:

$$R(j+tx,\,j+ty,\,j+tz)=\sqrt{t^2}\,R(x,y,z)=|t|\,R(x,y,z).$$

The splitting grows linearly on both sides, which is the profile of a double cone. In the coordinates $u$ and $w$ the levels are $Q\pm\sqrt{u^2+w^2}$. If $x=y=z$, the right-hand side is zero, because the line then stays within the set of degenerate points.

This is a cone in the space of exchange integrals. A conical intersection in the usual sense lives in the space of nuclear positions, and to reach it one must also know how $a$, $b$ and $c$ change with the geometry. At the degeneracy the lower level has a kink, and therefore no gradient with respect to the exchange integrals.

```lean
/-- Along any straight line through a point where the three exchange integrals have a common value
`j`, the London exchange energy is `|t|` times its value at the direction `x`, `y`, `z`. -/
theorem londonExchange_cone (j t x y z : ℝ) :
    londonExchange (j + t * x) (j + t * y) (j + t * z) = |t| * londonExchange x y z := by
  unfold londonExchange
  rw [← Real.sqrt_sq_eq_abs, ← Real.sqrt_mul (sq_nonneg t)]
  congr 1
  ring
```

With two equal integrals, as in the opening example, the differences are $a-b$, $0$ and $b-a$. Hence

$$R(a,b,b)=\sqrt{\tfrac12\left[(a-b)^2+(b-a)^2\right]}=|a-b|,$$

and the levels $Q\pm|a-b|$ are the two crossing lines $Q+a-b$ and $Q-a+b$, sorted by energy.

```lean
/-- When the second and third exchange integrals are equal, the London exchange energy is the
absolute difference between the first one and their common value. -/
theorem londonExchange_two_equal (a b : ℝ) : londonExchange a b b = |a - b| := by
  unfold londonExchange
  rw [← Real.sqrt_sq_eq_abs]
  congr 1
  ring

end

end LondonConicalIntersection
```

```lean
#print axioms LondonConicalIntersection.london_conical_intersection
#print axioms LondonConicalIntersection.exchangeHamiltonian_secular
#print axioms LondonConicalIntersection.londonExchange_cone
#print axioms LondonConicalIntersection.londonExchange_two_equal
```

```
'LondonConicalIntersection.london_conical_intersection' depends on axioms: [propext, Classical.choice, Quot.sound]
'LondonConicalIntersection.exchangeHamiltonian_secular' depends on axioms: [propext, Classical.choice, Quot.sound]
'LondonConicalIntersection.londonExchange_cone' depends on axioms: [propext, Classical.choice, Quot.sound]
'LondonConicalIntersection.londonExchange_two_equal' depends on axioms: [propext, Classical.choice, Quot.sound]
```
